# The gap between an empty and an occupied level in a fixed-orbital ground determinant is at least their pair interaction

**Q.** Electrons fill some spin orbitals of a molecule and leave others empty. I want to know how far the empty levels must lie above the filled ones in the lowest-energy configuration. What do you hold fixed?

**A.** The orbitals, which are orthonormal. A configuration is then just the set \(S\) of occupied spin orbitals (not an overlap matrix), with energy

\[
E(S)=\sum_{i\in S}h_i+\tfrac12\sum_{i,j\in S}W_{ij}.
\]

Here \(h_i\) is the one-body energy, and \(W_{ij}\) is the Coulomb integral minus the exchange integral. This \(W\) is real and symmetric, and \(W_{ii}=0\) says that no electron interacts with itself. The level of orbital \(k\) is \(e_k=h_k+\sum_{j\in S}W_{kj}\), the diagonal Fock element. If \(S\) minimises \(E\) at fixed electron number, then \(e_a-e_i\ge W_{ia}\) for every occupied \(i\) and empty \(a\).

**Q.** Derive it without Lean first.

**A.** Add an electron in \(a\). The one-body sum gains \(h_a\). The double sum gains \(W_{aj}\) and \(W_{ja}\) for each \(j\in S\), and \(W_{aa}=0\). After halving,

\[
E(S\cup\{a\})=E(S)+e_a .
\]

Now let \(R=S\setminus\{i\}\). Its levels are \(e_k-W_{ki}\), since the field of electron \(i\) is missing. Filling \(i\) or \(a\) on top of \(R\) gives

\[
E(S)=E(R)+e_i,\qquad E(R\cup\{a\})=E(R)+e_a-W_{ia}.
\]

The swap therefore costs \(e_a-e_i-W_{ia}\). It keeps the electron number, so minimality makes this cost nonnegative.

**Q.** What does the Lean version take as its objects?

**A.** The orbital labels form a type `ι`, which may be infinite here, and `S` is a finite set of them.

```lean
import Mathlib

open Matrix

namespace OccupationVariation

noncomputable section

variable {ι : Type*} [DecidableEq ι] {h : ι → ℝ} {W : Matrix ι ι ℝ} {S : Finset ι} {i a : ι}

/-- Energy of the determinant with occupied orbitals `S`: one-body terms plus half the sum of
the pair interactions. -/
def energy (h : ι → ℝ) (W : Matrix ι ι ℝ) (S : Finset ι) : ℝ :=
  ∑ i ∈ S, h i + (1 / 2) * ∑ i ∈ S, ∑ j ∈ S, W i j

/-- Level of orbital `k` in the field of the electrons occupying `S`. -/
def level (h : ι → ℝ) (W : Matrix ι ι ℝ) (S : Finset ι) (k : ι) : ℝ :=
  h k + ∑ j ∈ S, W k j

/-- `S` has the lowest energy among the determinants built from the same fixed orbitals with the
same number of electrons. -/
def IsGround (h : ι → ℝ) (W : Matrix ι ι ℝ) (S : Finset ι) : Prop :=
  ∀ T : Finset ι, T.card = S.card → energy h W S ≤ energy h W T

/-- The determinant obtained from `S` by emptying orbital `i` and filling orbital `a`. -/
def swap (S : Finset ι) (i a : ι) : Finset ι := insert a (S.erase i)
```

`IsGround` compares only determinants built from the given orbitals with equal electron number. It means neither the correlated ground state nor a minimum over orbital shapes. `swap` is what a chemist calls a single excitation.

**Q.** So where is the molecule?

**A.** In the values of `h` and `W`. That a Hamiltonian's expectation value in a determinant has this form is the Slater–Condon rule, which is taken from physics and not proved here. Given that, a determinant minimising the Hartree–Fock energy over all determinants is also minimal among those built from its own orbitals, so the bound applies to its levels.

**Q.** Show me that the proof follows your derivation.

**A.** The first lemma is the addition step. Symmetry merges the two cross sums, `h0` removes the diagonal term, and `ring` collects the rest.

```lean
/-- For symmetric `W` with zero diagonal, adding an electron in an empty orbital `a`, all
orbitals held fixed, costs exactly the level of `a`. -/
theorem energy_insert (hW : W.IsSymm) (h0 : ∀ k, W k k = 0) (ha : a ∉ S) :
    energy h W (insert a S) = energy h W S + level h W S a := by
  have hs : ∑ j ∈ S, W j a = ∑ j ∈ S, W a j :=
    Finset.sum_congr rfl fun j _ => hW.apply a j
  simp only [energy, level, Finset.sum_insert ha, Finset.sum_add_distrib, h0, hs]
  ring
```

The next one applies it twice to `S.erase i`, which is \(R\). Its `h3` is the level shift \(W_{ki}\), and `linarith` subtracts the two energies.

```lean
/-- For symmetric `W` with zero diagonal, moving an electron from an occupied orbital `i` to an
empty orbital `a` costs the level difference minus the interaction `W i a`. -/
theorem energy_swap (hW : W.IsSymm) (h0 : ∀ k, W k k = 0) (hi : i ∈ S) (ha : a ∉ S) :
    energy h W (swap S i a) = energy h W S + (level h W S a - level h W S i - W i a) := by
  -- both determinants arise from the same one with orbital `i` emptied
  have h1 := energy_insert (h := h) hW h0 (show i ∉ S.erase i by simp)
  have h2 := energy_insert (h := h) hW h0 (show a ∉ S.erase i by simp [ha])
  rw [Finset.insert_erase hi] at h1
  -- the levels of `S` contain in addition the field of the electron in `i`
  have h3 : ∀ k, level h W S k = level h W (S.erase i) k + W k i := by
    intro k
    have := Finset.sum_erase_add S (W k) hi
    unfold level
    linarith
  have h4 := h3 a
  have h5 := h3 i
  rw [h0 i] at h5
  have h6 : W a i = W i a := hW.apply i a
  unfold swap
  linarith

/-- Moving one electron from an occupied to an empty orbital keeps the electron number. -/
theorem card_swap (hi : i ∈ S) (ha : a ∉ S) : (swap S i a).card = S.card := by
  unfold swap
  rw [Finset.card_insert_of_notMem (by simp [ha]), Finset.card_erase_add_one hi]
```

With the electron count preserved, minimality can be applied to the swapped set, which gives the main result.

```lean
/-- In a ground determinant, with `W` symmetric and zero on the diagonal, every empty level `a`
lies above every occupied level `i` by at least the interaction `W i a`. -/
theorem interaction_le_gap (hW : W.IsSymm) (h0 : ∀ k, W k k = 0) (hS : IsGround h W S)
    (hi : i ∈ S) (ha : a ∉ S) : W i a ≤ level h W S a - level h W S i := by
  have h1 := hS _ (card_swap hi ha)
  rw [energy_swap hW h0 hi ha] at h1
  linarith
```

**Q.** What does it say for a single electron?

**A.** With \(S=\{i\}\), we have \(e_i=h_i\) and \(e_a=h_a+W_{ai}\), so the bound reduces to \(h_a\ge h_i\): the electron sits in the lowest orbital. If instead \(W=0\) for any number of electrons, it is the usual filling from below.

**Q.** And when the bound is an equality?

**A.** Then the swap costs nothing, and the swapped determinant is a ground determinant too. Conversely, if both are ground determinants, each energy is at most the other, so the cost is zero.

```lean
/-- For a ground determinant, with `W` symmetric and zero on the diagonal, the gap between an
empty level `a` and an occupied level `i` equals `W i a` exactly when the swapped determinant is
a ground determinant too. -/
theorem gap_eq_interaction_iff (hW : W.IsSymm) (h0 : ∀ k, W k k = 0) (hS : IsGround h W S)
    (hi : i ∈ S) (ha : a ∉ S) :
    level h W S a - level h W S i = W i a ↔ IsGround h W (swap S i a) := by
  have hE := energy_swap (h := h) hW h0 hi ha
  constructor
  · intro hgap T hT
    have h1 := hS T (hT.trans (card_swap hi ha))
    linarith
  · intro hG
    have h1 := hG S (card_swap hi ha).symm
    have h2 := interaction_le_gap hW h0 hS hi ha
    linarith
```

Strict repulsion, \(W_{ia}>0\), separates the two levels strictly.

```lean
/-- In a ground determinant, with `W` symmetric and zero on the diagonal, an occupied level lies
strictly below an empty one whenever the two orbitals repel each other. -/
theorem occupied_lt_empty (hW : W.IsSymm) (h0 : ∀ k, W k k = 0) (hS : IsGround h W S)
    (hi : i ∈ S) (ha : a ∉ S) (hpos : 0 < W i a) : level h W S i < level h W S a := by
  have h1 := interaction_le_gap hW h0 hS hi ha
  linarith
```

**Q.** Occupation-number arguments use fractional electrons. A set cannot hold half of one.

**A.** So the energy is extended to real occupations \(n\) by \(F(n)=h\cdot n+\tfrac12\,n\cdot Wn\), now with finitely many orbitals. Moving a fraction \(t\) from \(i\) to \(a\) adds \(t\,d\) to the occupations of \(S\), where \(d\) is \(+1\) at \(a\) and \(-1\) at \(i\).

```lean
/-- Occupation numbers of the determinant `S`: one on `S` and zero elsewhere. -/
def occ (S : Finset ι) : ι → ℝ := fun k => if k ∈ S then 1 else 0

/-- The energy as a quadratic function of real occupation numbers `n`. -/
def occEnergy [Fintype ι] (h : ι → ℝ) (W : Matrix ι ι ℝ) (n : ι → ℝ) : ℝ :=
  h ⬝ᵥ n + (1 / 2) * (n ⬝ᵥ W *ᵥ n)

/-- Occupation numbers after moving the fraction `t` of an electron from `i` to `a`. -/
def transfer (S : Finset ι) (i a : ι) (t : ℝ) : ι → ℝ :=
  occ S + t • (Pi.single a (1 : ℝ) - Pi.single i (1 : ℝ))

/-- At the occupation numbers of a determinant the quadratic function is its energy. -/
theorem occEnergy_occ [Fintype ι] : occEnergy h W (occ S) = energy h W S := by
  simp [occEnergy, energy, occ, dotProduct, Matrix.mulVec]
```

The last lemma confirms that \(F\) agrees with \(E\) at whole occupations. In the expansion of \(F\), the linear term is \(t(e_a-e_i)\), and the quadratic one is \(\tfrac12t^2\,d\cdot Wd=-t^2W_{ia}\), because the diagonal vanishes. Hence the change is

\[
t(e_a-e_i)-t^2W_{ia}.
\]

In Lean, `hsym` moves `W` across the dot product, `hlev` recognises the levels, and `simp only` with `ring` expands the square.

```lean
/-- For symmetric `W` with zero diagonal, moving the fraction `t` of an electron from `i` to `a`
changes the energy by `t` times the level difference minus `t ^ 2 * W i a`. -/
theorem occEnergy_transfer [Fintype ι] (hW : W.IsSymm) (h0 : ∀ k, W k k = 0) (t : ℝ) :
    occEnergy h W (transfer S i a t) =
      energy h W S + t * (level h W S a - level h W S i) - t ^ 2 * W i a := by
  have hsym : ∀ (n : ι → ℝ) (k : ι), n ⬝ᵥ W *ᵥ Pi.single k (1 : ℝ) = (W *ᵥ n) k := by
    intro n k
    rw [Matrix.dotProduct_mulVec, ← Matrix.mulVec_transpose, hW.eq]
    simp
  have hcol : ∀ k l : ι, (W *ᵥ Pi.single k (1 : ℝ)) l = W l k := by
    intro k l
    simp
  have hlev : ∀ k, level h W S k = h k + (W *ᵥ occ S) k := by
    intro k
    simp [level, occ, Matrix.mulVec, dotProduct]
  have h6 : W a i = W i a := hW.apply i a
  -- expand the quadratic function around the determinant
  rw [← occEnergy_occ, hlev, hlev]
  simp only [occEnergy, transfer, Matrix.mulVec_add, Matrix.mulVec_sub, Matrix.mulVec_smul,
    dotProduct_add, dotProduct_sub, add_dotProduct, sub_dotProduct, smul_dotProduct,
    dotProduct_smul, smul_eq_mul, hsym, single_dotProduct, dotProduct_single, hcol,
    Pi.add_apply, Pi.sub_apply, Pi.smul_apply, one_mul, mul_one, h0, h6]
  ring
```

**Q.** Can a partial transfer lower the energy when the full one does not?

**A.** Not for \(W_{ia}\ge0\) and \(0\le t\le1\), because the change equals

\[
t\,(e_a-e_i-W_{ia})+t(1-t)\,W_{ia},
\]

and both terms are nonnegative. They are `h2` and `h3` below.

```lean
/-- With `W` symmetric and zero on the diagonal, no transfer of a fraction of an electron from an
occupied orbital `i` to an empty orbital `a` with `W i a ≥ 0` lowers the energy of a ground
determinant. -/
theorem fractional_stability [Fintype ι] (hW : W.IsSymm) (h0 : ∀ k, W k k = 0)
    (hS : IsGround h W S) (hi : i ∈ S) (ha : a ∉ S) (hrep : 0 ≤ W i a)
    {t : ℝ} (ht0 : 0 ≤ t) (ht1 : t ≤ 1) :
    energy h W S ≤ occEnergy h W (transfer S i a t) := by
  rw [occEnergy_transfer hW h0]
  have h1 := interaction_le_gap hW h0 hS hi ha
  have h2 := mul_nonneg ht0 (sub_nonneg.mpr h1)
  have h3 := mul_nonneg (mul_nonneg ht0 (sub_nonneg.mpr ht1)) hrep
  nlinarith [h2, h3]
```

Take one electron and two orbitals with \(h_i=0\), \(h_a=1\), \(W_{ia}=3\). Then \(e_i=0\) and \(e_a=4\), so the gap 4 exceeds 3. The full transfer costs \(4-3=1\), and the half transfer costs \(2-0.75=1.25\).

This bears on fractional-occupation calculations only where the energy is this quadratic function with fixed orbitals and no self-interaction.

**Q.** If I check all the gap inequalities, have I found the ground determinant?

**A.** No. They test single swaps only. Here is a model with four orbitals, numbered from 0, and \(h=0\). Its zero interaction between orbitals 0 and 1 is an idealisation, since the Coulomb integral minus the exchange integral is positive for two different orbitals. Any positive value below 1 in its place would lead to the same conclusion:

```lean
/-- A model interaction between four orbitals: 0 within the pair `{0, 1}`, 1 within the pair
`{2, 3}`, and 2 between orbitals of different pairs. -/
def pairW : Matrix (Fin 4) (Fin 4) ℝ :=
  !![0, 0, 2, 2; 0, 0, 2, 2; 2, 2, 0, 1; 2, 2, 1, 0]
```

For \(S=\{2,3\}\) the occupied levels are 1 and the empty ones are 4. Every gap is 3, while the interaction across it is 2, so each single swap costs 1. Yet \(E(\{2,3\})=1\) and \(E(\{0,1\})=0\): moving both electrons lowers the energy.

```lean
/-- The gap inequalities do not suffice for a ground determinant: with the symmetric interaction
`pairW`, zero on the diagonal, and no one-body term, `{2, 3}` satisfies them all and is not one. -/
theorem gap_not_sufficient :
    pairW.IsSymm ∧ (∀ k, pairW k k = 0) ∧
    (∀ i ∈ ({2, 3} : Finset (Fin 4)), ∀ a ∉ ({2, 3} : Finset (Fin 4)),
      pairW i a ≤ level (fun _ => 0) pairW {2, 3} a - level (fun _ => 0) pairW {2, 3} i) ∧
    ¬ IsGround (fun _ => 0) pairW {2, 3} := by
  have hs : ∀ f : Fin 4 → ℝ, ∑ j ∈ ({2, 3} : Finset (Fin 4)), f j = f 2 + f 3 :=
    fun f => Finset.sum_pair (by decide)
  have ht : ∀ f : Fin 4 → ℝ, ∑ j ∈ ({0, 1} : Finset (Fin 4)), f j = f 0 + f 1 :=
    fun f => Finset.sum_pair (by decide)
  refine ⟨Matrix.IsSymm.ext fun i j => ?_, fun k => ?_, fun i hi a ha => ?_, fun hg => ?_⟩
  · fin_cases i <;> fin_cases j <;> rfl
  · fin_cases k <;> rfl
  · simp only [level, hs]
    fin_cases i <;> fin_cases a <;> first
      | exact absurd hi (by decide)
      | exact absurd ha (by decide)
      | (simp [pairW]; norm_num)
  · -- moving both electrons at once lowers the energy
    have h1 := hg {0, 1} (by decide)
    simp only [energy, hs, ht] at h1
    simp [pairW] at h1
    norm_num at h1

end

end OccupationVariation
```

The proof checks the matrix entries and the orbital pairs case by case, then applies the supposed minimality to `{0, 1}` and reaches a contradiction.

```lean
#print axioms OccupationVariation.gap_eq_interaction_iff
#print axioms OccupationVariation.occupied_lt_empty
#print axioms OccupationVariation.fractional_stability
#print axioms OccupationVariation.gap_not_sufficient
```

```
'OccupationVariation.gap_eq_interaction_iff' depends on axioms: [propext, Classical.choice, Quot.sound]
'OccupationVariation.occupied_lt_empty' depends on axioms: [propext, Classical.choice, Quot.sound]
'OccupationVariation.fractional_stability' depends on axioms: [propext, Classical.choice, Quot.sound]
'OccupationVariation.gap_not_sufficient' depends on axioms: [propext, Classical.choice, Quot.sound]
```
